# Successive over-relaxation with a real factor outside 0 < w < 2 cannot converge to the solution from every start

## Could coupling between the equations rescue a factor above 2?

Take one linear equation $ax=b$ with $a\neq0$, and over-relax it: the new value is $(1-w)x+w\,b/a$. The error is multiplied by $1-w$ each time, so a factor $w$ above 2 makes it grow. That much I can see.

My actual problem is a set of induced dipoles that polarise one another. I sweep through them in order, always using the newest values, and overshoot each update by a factor $w$. Now the error of one dipole feeds into the next. Could the right couplings damp the growth, so that $w=2.1$ converges for some systems? Or is 2 a limit whatever the couplings are?

## Couplings move the eigenvalues but leave their product at (1−w)^N

The limit holds whatever the couplings are. Two equations already show why. Let the matrix have diagonal entries $a,c\neq0$, lower entry $l$ and upper entry $u$. One sweep multiplies the error by

$$T=\begin{pmatrix}1-w & -wu/a\\ -w(1-w)l/c & 1-w+w^2lu/(ac)\end{pmatrix}.$$

The couplings enter the trace, $2(1-w)+w^2lu/(ac)$, but they cancel from the determinant, which is $(1-w)^2$. For $w\neq1$ they can make one eigenvalue smaller in modulus only by making the other larger. If $|1-w|\ge1$, the two cannot both lie inside the unit circle.

For $N$ equations, write the system as $(D+L+U)x=b$, with $D$ diagonal with entries $d_i\neq0$, $L$ strictly lower triangular and $U$ strictly upper triangular. The sweep computes, for each $i$ in order,

$$x_i'=(1-w)x_i+\frac{w}{d_i}\Big(b_i-\sum_{j<i}L_{ij}x_j'-\sum_{j>i}U_{ij}x_j\Big).$$

Multiplying by $d_i$ and collecting the new values on the left gives

$$(D+wL)x'=\big((1-w)D-wU\big)x+wb.$$

A solution $x_s$ is unchanged by the sweep, because

$$\big((1-w)D-wU\big)x_s+w(D+L+U)x_s=(D+wL)x_s.$$

Subtracting the two equations gives $x'-x_s=T(x-x_s)$ with

$$T=(D+wL)^{-1}\big((1-w)D-wU\big),$$

and after $k$ sweeps the error is $T^k(x-x_s)$.

Both factors of $T$ are triangular, so their determinants are products of diagonal entries:

$$\det T=\frac{\prod_i(1-w)d_i}{\prod_i d_i}=(1-w)^N.$$

Suppose the sweeps converge to $x_s$ from every start. Starting at $x_s+e_j$, where $e_j$ is the $j$-th basis vector, makes the error after $k$ sweeps equal to column $j$ of $T^k$. Every column therefore tends to zero, and so does $T^k$. The determinant is continuous, so for $N\ge1$

$$(1-w)^{Nk}=\det(T^k)\to\det 0=0.$$

This requires $|1-w|<1$, which for real $w$ means $0<w<2$.

The words "from every start" matter: a run that begins exactly at the solution stays there for any $w$. So does the demand that the limit be the solution: at $w=0$ a sweep changes nothing, and every run simply stays where it began. The condition is also necessary and not sufficient. With $a=c=1$, $l=u=2$ and $w=1$, the matrix $T$ above has eigenvalues $0$ and $4$, and the iteration diverges from every start whose second component differs from that of the solution. For uncoupled equations, $L=U=0$, the matrix is $(1-w)$ times the identity, and $0<w<2$ is then exactly the condition for $T^k\to0$.

In your dipole calculation, each unknown $x_i$ is one Cartesian component of one dipole. For isotropic polarisabilities, $d_i$ is the inverse polarisability of the site, $b_i$ is the external field component, and $L$ and $U$ hold minus the dipole field couplings to components earlier and later in the sweep. The code adds the external field at the site to the field of the other dipoles at their current values, multiplies the sum by the polarisability, and mixes the result with the old value. With $w=1.3$ it stores $1.3$ times the fresh value minus $0.3$ times the old one. The condition $d_i\neq0$ says that the polarisability of each site is finite. For this linear, finite model with one fixed $w$, the bound rules out $w=2.1$ as a setting that works from every initial guess.

One step remains between the theorem and such a run. The theorem speaks of the limit of infinitely many sweeps over the real numbers, whereas a program stops in floating point once the change is below a tolerance.

In the Lean code below, `d : Fin N → K` lists the diagonal entries, `diagonal d` is $D$, and indices run from $0$ to $N-1$. `StrictlyLower L` says that `L i j = 0` whenever `i ≤ j`, and `StrictlyUpper U` is the mirror image. `sorMatrix d L U w` is $T$, and `sorStep d L U b w` is one sweep, written with the inverse of $D+wL$ instead of component by component. The symbol `*ᵥ` applies a matrix to a vector, and `^[k]` repeats a map $k$ times. Textbooks usually write $\omega$ for `w`, and many split the matrix as $D-L-U$; here all three parts carry a plus sign.

The determinant formula `det_sorMatrix` holds over any normed field `K`, so complex matrices and complex `w` are included. In that generality the bound is `‖1 - w‖ < 1`, which for complex `w` is the open disc of radius 1 around 1. Two theorems give the real bound: `relaxation_bound` assumes $T^k\to0$, and `relaxation_bound_of_converges` assumes that the sweeps reach `xs` from every `x`. The latter takes as given, in `hb`, that `xs` solves the system. The hypothesis `1 ≤ N` excludes the empty matrix, whose determinant is 1 although it equals the zero matrix. Block relaxation, where a whole fragment is solved at once, needs a block-diagonal $D$ and lies beyond these statements, as do nonlinear self-consistency cycles.

```lean
import Mathlib

open Matrix Filter Topology

namespace SuccessiveOverRelaxation

noncomputable section

variable {K : Type*} [NormedField K] {N : ℕ}

/-- All entries on and above the diagonal vanish. -/
def StrictlyLower (L : Matrix (Fin N) (Fin N) K) : Prop :=
  ∀ i j, i ≤ j → L i j = 0

/-- All entries on and below the diagonal vanish. -/
def StrictlyUpper (U : Matrix (Fin N) (Fin N) K) : Prop :=
  ∀ i j, j ≤ i → U i j = 0

/-- The over-relaxation matrix `T = (D + wL)⁻¹ ((1 - w)D - wU)`, where `D` has the diagonal
entries `d`; its domain is that of invertible `D + wL`. -/
def sorMatrix (d : Fin N → K) (L U : Matrix (Fin N) (Fin N) K) (w : K) :
    Matrix (Fin N) (Fin N) K :=
  (diagonal d + w • L)⁻¹ * ((1 - w) • diagonal d - w • U)

/-- One over-relaxed sweep for the linear system `(D + L + U) x = b`; its domain is that of
invertible `D + wL`. -/
def sorStep (d : Fin N → K) (L U : Matrix (Fin N) (Fin N) K) (b : Fin N → K) (w : K)
    (x : Fin N → K) : Fin N → K :=
  (diagonal d + w • L)⁻¹ *ᵥ (((1 - w) • diagonal d - w • U) *ᵥ x + w • b)

/-- For strictly lower triangular `L`, the determinant of `D + wL` is the product of the
diagonal entries of `D`. -/
theorem det_lower_factor (d : Fin N → K) {L : Matrix (Fin N) (Fin N) K}
    (hL : StrictlyLower L) (w : K) : (diagonal d + w • L).det = ∏ i, d i := by
  have h : (diagonal d + w • L).BlockTriangular OrderDual.toDual := by
    intro i j hij
    have hij' : i < j := OrderDual.toDual_lt_toDual.mp hij
    simp [Matrix.diagonal_apply_ne _ hij'.ne, hL i j hij'.le]
  rw [Matrix.det_of_isLowerTriangular _ h]
  exact Finset.prod_congr rfl (fun i _ => by simp [hL i i le_rfl])

/-- For strictly upper triangular `U`, the determinant of `(1 - w)D - wU` is `(1 - w)^N` times
the product of the diagonal entries of `D`. -/
theorem det_upper_factor (d : Fin N → K) {U : Matrix (Fin N) (Fin N) K}
    (hU : StrictlyUpper U) (w : K) :
    ((1 - w) • diagonal d - w • U).det = (1 - w) ^ N * ∏ i, d i := by
  have h : ((1 - w) • diagonal d - w • U).BlockTriangular id := by
    intro i j hij
    have hij' : j < i := hij
    simp [Matrix.diagonal_apply_ne _ hij'.ne', hU i j hij'.le]
  have hdiag : ∀ i, ((1 - w) • diagonal d - w • U) i i = (1 - w) * d i := by
    intro i
    simp [hU i i le_rfl]
  rw [Matrix.det_of_isUpperTriangular h, Finset.prod_congr rfl (fun i _ => hdiag i),
    Finset.prod_mul_distrib, Finset.prod_const, Finset.card_univ, Fintype.card_fin]

/-- If `D` has no zero on its diagonal, `L` is strictly lower and `U` strictly upper triangular,
the over-relaxation matrix has determinant `(1 - w)^N`. -/
theorem det_sorMatrix {d : Fin N → K} (hd : ∀ i, d i ≠ 0) {L U : Matrix (Fin N) (Fin N) K}
    (hL : StrictlyLower L) (hU : StrictlyUpper U) (w : K) :
    (sorMatrix d L U w).det = (1 - w) ^ N := by
  have hp : ∏ i, d i ≠ 0 := Finset.prod_ne_zero_iff.mpr (fun i _ => hd i)
  rw [sorMatrix, Matrix.det_mul, Matrix.det_nonsing_inv, det_lower_factor d hL,
    det_upper_factor d hU, Ring.inverse_eq_inv', mul_left_comm, inv_mul_cancel₀ hp, mul_one]

/-- For `N ≥ 1`, invertible diagonal `D` and strictly triangular `L` (lower) and `U` (upper),
powers of the over-relaxation matrix can tend to zero only if `‖1 - w‖ < 1`. -/
theorem norm_lt_one_of_tendsto (hN : 1 ≤ N) {d : Fin N → K} (hd : ∀ i, d i ≠ 0)
    {L U : Matrix (Fin N) (Fin N) K} (hL : StrictlyLower L) (hU : StrictlyUpper U) {w : K}
    (hT : Tendsto (fun k : ℕ => sorMatrix d L U w ^ k) atTop (𝓝 0)) : ‖1 - w‖ < 1 := by
  have hc : Continuous (fun A : Matrix (Fin N) (Fin N) K => A.det) :=
    continuous_id.matrix_det
  have h0 : (0 : Matrix (Fin N) (Fin N) K).det = 0 :=
    Matrix.det_eq_zero_of_row_eq_zero ⟨0, hN⟩ (fun _ => rfl)
  -- the determinants of the powers tend to zero
  have h1 : Tendsto (fun k : ℕ => (sorMatrix d L U w ^ k).det) atTop (𝓝 0) := by
    have h := (hc.tendsto 0).comp hT
    rw [h0] at h
    exact h
  by_contra hw
  have hw' : 1 ≤ ‖1 - w‖ := not_lt.mp hw
  -- but they stay at least one in modulus
  have h2 : (1 : ℝ) ≤ ‖(0 : K)‖ := by
    refine ge_of_tendsto' h1.norm (fun k => ?_)
    rw [Matrix.det_pow, det_sorMatrix hd hL hU, norm_pow, norm_pow]
    exact one_le_pow₀ (one_le_pow₀ hw')
  rw [norm_zero] at h2
  linarith

/-- For real matrices with `N ≥ 1`, invertible diagonal `D` and strictly triangular `L` (lower)
and `U` (upper), `T^k → 0` forces `0 < w < 2`. -/
theorem relaxation_bound (hN : 1 ≤ N) {d : Fin N → ℝ} (hd : ∀ i, d i ≠ 0)
    {L U : Matrix (Fin N) (Fin N) ℝ} (hL : StrictlyLower L) (hU : StrictlyUpper U) {w : ℝ}
    (hT : Tendsto (fun k : ℕ => sorMatrix d L U w ^ k) atTop (𝓝 0)) : 0 < w ∧ w < 2 := by
  have h := norm_lt_one_of_tendsto hN hd hL hU hT
  rw [Real.norm_eq_abs, abs_lt] at h
  constructor <;> linarith [h.1, h.2]

/-- For invertible diagonal `D` and strictly lower triangular `L`, one sweep multiplies the
error relative to a solution `xs` of `(D + L + U) xs = b` by the over-relaxation matrix. -/
theorem sorStep_error {d : Fin N → K} (hd : ∀ i, d i ≠ 0) {L U : Matrix (Fin N) (Fin N) K}
    (hL : StrictlyLower L) {b xs : Fin N → K} (hb : (diagonal d + L + U) *ᵥ xs = b)
    (w : K) (x : Fin N → K) :
    sorStep d L U b w x - xs = sorMatrix d L U w *ᵥ (x - xs) := by
  have hdet : IsUnit (diagonal d + w • L).det := by
    rw [det_lower_factor d hL]
    exact isUnit_iff_ne_zero.mpr (Finset.prod_ne_zero_iff.mpr (fun i _ => hd i))
  -- the solution is a fixed point of the sweep
  have hfix : (diagonal d + w • L) *ᵥ xs
      = ((1 - w) • diagonal d - w • U) *ᵥ xs + w • b := by
    rw [← hb]
    simp only [Matrix.add_mulVec, Matrix.sub_mulVec, Matrix.smul_mulVec]
    module
  have hinv : (diagonal d + w • L)⁻¹ *ᵥ ((diagonal d + w • L) *ᵥ xs) = xs := by
    rw [Matrix.mulVec_mulVec, Matrix.nonsing_inv_mul _ hdet, Matrix.one_mulVec]
  rw [hfix] at hinv
  calc sorStep d L U b w x - xs
      = (diagonal d + w • L)⁻¹ *ᵥ (((1 - w) • diagonal d - w • U) *ᵥ x + w • b)
        - (diagonal d + w • L)⁻¹ *ᵥ (((1 - w) • diagonal d - w • U) *ᵥ xs + w • b) := by
        rw [hinv, sorStep]
    _ = (diagonal d + w • L)⁻¹ *ᵥ (((1 - w) • diagonal d - w • U) *ᵥ (x - xs)) := by
        rw [← Matrix.mulVec_sub, add_sub_add_right_eq_sub, ← Matrix.mulVec_sub]
    _ = sorMatrix d L U w *ᵥ (x - xs) := by
        rw [sorMatrix, Matrix.mulVec_mulVec]

/-- For invertible diagonal `D` and strictly lower triangular `L`, the error after `k` sweeps,
relative to a solution `xs`, is `T^k` applied to the initial error. -/
theorem iterate_error {d : Fin N → K} (hd : ∀ i, d i ≠ 0) {L U : Matrix (Fin N) (Fin N) K}
    (hL : StrictlyLower L) {b xs : Fin N → K} (hb : (diagonal d + L + U) *ᵥ xs = b)
    (w : K) (x : Fin N → K) (k : ℕ) :
    (sorStep d L U b w)^[k] x - xs = sorMatrix d L U w ^ k *ᵥ (x - xs) := by
  induction k with
  | zero => simp
  | succ k ih =>
    rw [Function.iterate_succ_apply', sorStep_error hd hL hb, ih, Matrix.mulVec_mulVec,
      ← pow_succ']

/-- Let `N ≥ 1`, `D` be diagonal and invertible, `L` strictly lower and `U` strictly upper
triangular, all real. If the sweeps converge to a solution `xs` of `(D + L + U) xs = b` from
every starting vector, then `0 < w < 2`. -/
theorem relaxation_bound_of_converges (hN : 1 ≤ N) {d : Fin N → ℝ} (hd : ∀ i, d i ≠ 0)
    {L U : Matrix (Fin N) (Fin N) ℝ} (hL : StrictlyLower L) (hU : StrictlyUpper U)
    {b xs : Fin N → ℝ} (hb : (diagonal d + L + U) *ᵥ xs = b) {w : ℝ}
    (hx : ∀ x, Tendsto (fun k : ℕ => (sorStep d L U b w)^[k] x) atTop (𝓝 xs)) :
    0 < w ∧ w < 2 := by
  have hent : ∀ (A : Matrix (Fin N) (Fin N) ℝ) (i j : Fin N),
      (A *ᵥ (Pi.single j 1 : Fin N → ℝ)) i = A i j := by
    intro A i j
    simp
  -- an initial error along basis vector `j` probes column `j` of the powers
  have hcol : ∀ i j, Tendsto (fun k : ℕ => (sorMatrix d L U w ^ k) i j) atTop (𝓝 0) := by
    intro i j
    have h := (hx (xs + (Pi.single j 1 : Fin N → ℝ))).sub_const xs
    simp only [iterate_error hd hL hb, add_sub_cancel_left, sub_self] at h
    have hi := tendsto_pi_nhds.mp h i
    simpa only [hent, Pi.zero_apply] using hi
  have hc : Continuous (fun f : Fin N → Fin N → ℝ => Matrix.of f) :=
    continuous_matrix (fun i j => continuous_apply_apply i j)
  have hpi : Tendsto (fun (k : ℕ) (i j : Fin N) => (sorMatrix d L U w ^ k) i j) atTop
      (𝓝 (fun _ _ => 0)) :=
    tendsto_pi_nhds.mpr (fun i => tendsto_pi_nhds.mpr (fun j => hcol i j))
  exact relaxation_bound hN hd hL hU ((hc.tendsto _).comp hpi)

/-- For `N ≥ 1` uncoupled real equations (`L = U = 0`) with nonzero diagonal entries, `T^k → 0`
holds exactly when `0 < w < 2`. -/
theorem uncoupled_tendsto_iff (hN : 1 ≤ N) {d : Fin N → ℝ} (hd : ∀ i, d i ≠ 0) (w : ℝ) :
    Tendsto (fun k : ℕ => sorMatrix d 0 0 w ^ k) atTop (𝓝 0) ↔ 0 < w ∧ w < 2 := by
  constructor
  · exact relaxation_bound hN hd (fun _ _ _ => rfl) (fun _ _ _ => rfl)
  · rintro ⟨h0, h2⟩
    have hdet : IsUnit (diagonal d).det := by
      rw [Matrix.det_diagonal]
      exact isUnit_iff_ne_zero.mpr (Finset.prod_ne_zero_iff.mpr (fun i _ => hd i))
    -- without couplings the matrix is a multiple of the identity
    have hT : sorMatrix d 0 0 w = (1 - w) • (1 : Matrix (Fin N) (Fin N) ℝ) := by
      rw [sorMatrix, smul_zero, add_zero, sub_zero, Matrix.mul_smul,
        Matrix.nonsing_inv_mul _ hdet]
    have hw : |1 - w| < 1 := abs_lt.mpr ⟨by linarith, by linarith⟩
    have h := (tendsto_pow_atTop_nhds_zero_of_abs_lt_one hw).smul_const
      (1 : Matrix (Fin N) (Fin N) ℝ)
    rw [zero_smul] at h
    simpa only [hT, smul_pow, one_pow] using h

end

end SuccessiveOverRelaxation
```

```lean
#print axioms SuccessiveOverRelaxation.relaxation_bound_of_converges
-- 'SuccessiveOverRelaxation.relaxation_bound_of_converges' depends on axioms: [propext, Classical.choice, Quot.sound]
#print axioms SuccessiveOverRelaxation.uncoupled_tendsto_iff
-- 'SuccessiveOverRelaxation.uncoupled_tendsto_iff' depends on axioms: [propext, Classical.choice, Quot.sound]
```

The proof begins with the two triangular factors. `det_lower_factor` and `det_upper_factor` check that the entries on the wrong side of the diagonal vanish and then apply Mathlib's determinant formula for triangular matrices. `det_sorMatrix` multiplies the results and cancels $\prod_i d_i$, which is nonzero by `hd`.

`norm_lt_one_of_tendsto` runs the limit argument by contradiction. Continuity of the determinant gives `h1`: the determinants of the powers tend to zero. If $|1-w|\ge1$, each of these determinants has modulus at least 1, and `ge_of_tendsto'` carries that lower bound over to the limit, so that $1\le0$. `relaxation_bound` then unpacks $|1-w|<1$ into the two real inequalities.

`sorStep_error` is the subtraction of the fixed-point equation. Its step `hfix` is the identity for $x_s$ shown above, with the algebra done by `module`, and `hinv` undoes the factor $D+wL$, whose determinant is nonzero. `iterate_error` extends this to $k$ sweeps by induction.

In `relaxation_bound_of_converges`, the start $x_s+e_j$ appears as `xs + Pi.single j 1`. The step `hcol` reads off that each entry of column $j$ of $T^k$ tends to zero, and the remaining lines assemble the entries into convergence of the matrix, so that `relaxation_bound` applies.

For `uncoupled_tendsto_iff`, one direction is `relaxation_bound` with both couplings zero. The other shows that $T$ is $(1-w)$ times the identity and uses $(1-w)^k\to0$ for $|1-w|<1$.
